# The Boys function $F_0$ as a momentum integral over a Gaussian charge

What is the electrostatic potential of a spherical Gaussian charge cloud at distance $R$ from its centre, if the calculation is done in reciprocal space? For an exponent $p>0$, the answer rests on the integral

$$\int_0^\infty e^{-k^2/(4p)}\,\frac{\sin kR}{kR}\,dk=\sqrt{\pi p}\;F_0(pR^2),\qquad R\neq 0,$$

where $k$ is the wave number and $F_0$ is the Boys function of order zero. Charges are in units of the elementary charge and the Coulomb interaction is $1/r$, as in atomic units. The charge density is $\rho_p(\mathbf r)=(p/\pi)^{3/2}e^{-pr^2}$, with total charge one.

In electronic structure theory, $F_0$ carries the Coulomb integrals over s-type Gaussians. The formulas below apply to spherical Gaussian charges in free space, without higher angular momentum or periodic cells.

```lean
import Mathlib

open MeasureTheory Set
open scoped Real

namespace BoysMomentumSpace

noncomputable section
```

## The Boys function, the form factor and the Coulomb integral

The Boys function is defined by its integral, $F_0(T)=\int_0^1 e^{-Tu^2}du$, and is called `boys0`.

```lean
/-- The Boys function of order zero, `F₀(T) = ∫₀¹ exp(-T u²) du`. -/
def boys0 (T : ℝ) : ℝ := ∫ u in (0 : ℝ)..1, Real.exp (-T * u ^ 2)
```

The form factor of the charge is $f_p(k)=e^{-k^2/(4p)}$. Here it is only a definition; its link to $\rho_p$ is derived below.

```lean
/-- The Gaussian form factor `exp(-k²/(4p))` at wave number `k`, for an exponent `p > 0`. -/
def formFactor (p k : ℝ) : ℝ := Real.exp (-k ^ 2 / (4 * p))
```

For a spherical form factor $f$, the Coulomb integral in reciprocal space is

$$V_f(R)=\frac{1}{(2\pi)^3}\int d^3k\;\frac{4\pi}{k^2}\,f(k)\,e^{i\mathbf k\cdot\mathbf R}.$$

With the polar axis along $\mathbf R$ and $c=\cos\theta$, the exponent is $ikRc$, the azimuth gives $2\pi$, and the volume element contributes $k^2$:

$$V_f(R)=\frac{1}{(2\pi)^3}\int_0^\infty k^2\,\frac{4\pi}{k^2}\,f(k)\left(2\pi\int_{-1}^{1}e^{ikRc}\,dc\right)dk .$$

The Lean definition `coulombIntegral` is this last expression. The step from the position-space integral $\int\rho(\mathbf r)/|\mathbf r-\mathbf R|\,d^3r$ to it, through the transform $4\pi/k^2$ of $1/r$ and the change to spherical coordinates, is therefore part of the model. The set `Ioi 0` is the half-line $k>0$, and `R` is a real number whose physical values are distances.

```lean
/-- The reciprocal-space Coulomb integral `(2π)⁻³ ∫ d³k (4π/k²) f(k) exp(i k·R)` for a spherical
form factor `f`, in spherical coordinates about `R` with the azimuth integrated out;
`c` is the cosine of the polar angle, and `k` runs over `k > 0`. -/
def coulombIntegral (f : ℝ → ℝ) (R : ℝ) : ℂ :=
  1 / (2 * (π : ℂ)) ^ 3 * ∫ k in Ioi (0 : ℝ),
    (k : ℂ) ^ 2 * (4 * (π : ℂ) / (k : ℂ) ^ 2) * (f k : ℂ) *
      (2 * (π : ℂ) * ∫ c in (-1 : ℝ)..1, Complex.exp (((k * R : ℝ) : ℂ) * Complex.I * (c : ℂ)))
```

## The form factor from the charge density

Completing the square in the three-dimensional Fourier integral gives

$$-pr^2-i\mathbf k\cdot\mathbf r=-p\left(\mathbf r+\frac{i\mathbf k}{2p}\right)^2-\frac{k^2}{4p}.$$

The shifted Gaussian integrates to $(\pi/p)^{3/2}$, which cancels the normalisation $(p/\pi)^{3/2}$ and leaves $e^{-k^2/(4p)}$. The theorem states this for every wave vector `k` in `EuclideanSpace ℝ (Fin 3)`, with the sign convention $e^{-i\mathbf k\cdot\mathbf r}$. At $\mathbf k=0$ it says that the total charge is one.

The proof takes the Gaussian integral from Mathlib. Then `e1` and `e2` bring its prefactor and exponent to real form, and `e3` cancels the prefactors.

```lean
/-- The Fourier transform of the normalised Gaussian charge density `(p/π)^(3/2) exp(-p r²)`
in three dimensions is the form factor `exp(-k²/(4p))`, for `p > 0`. -/
theorem fourier_gaussian_charge {p : ℝ} (hp : 0 < p) (k : EuclideanSpace ℝ (Fin 3)) :
    (((p / π) ^ (3 / 2 : ℝ) : ℝ) : ℂ) * ∫ r : EuclideanSpace ℝ (Fin 3),
      Complex.exp (-(p : ℂ) * (‖r‖ : ℂ) ^ 2 + (-Complex.I) * ((inner ℝ k r : ℝ) : ℂ))
      = (formFactor p ‖k‖ : ℂ) := by
  have hπ := Real.pi_pos
  have e1 : ((π : ℂ) / (p : ℂ)) ^ (((3 : ℕ) : ℂ) / 2)
      = (((π / p) ^ (3 / 2 : ℝ) : ℝ) : ℂ) := by
    rw [Complex.ofReal_cpow (by positivity)]
    norm_num
  have e2 : (-Complex.I) ^ 2 * (‖k‖ : ℂ) ^ 2 / (4 * (p : ℂ))
      = ((-‖k‖ ^ 2 / (4 * p) : ℝ) : ℂ) := by
    push_cast
    rw [neg_sq, Complex.I_sq]
    ring
  have e3 : p / π * (π / p) = 1 := by field_simp
  rw [GaussianFourier.integral_cexp_neg_mul_sq_norm_add (by simpa using hp),
    finrank_euclideanSpace_fin, e1, e2, ← Complex.ofReal_exp, ← mul_assoc,
    ← Complex.ofReal_mul, ← Real.mul_rpow (by positivity) (by positivity), e3,
    Real.one_rpow, Complex.ofReal_one, one_mul, formFactor]
```

## Replacing the sine quotient by an average of cosines

For $x\neq0$,

$$\int_0^1\cos(xu)\,du=\left[\frac{\sin(xu)}{x}\right]_0^1=\frac{\sin x}{x},$$

and at $x=0$ the average is $1$. Mathlib's `Real.sinc` is this continuous function, without the factor $\pi$ in the argument that signal processing often includes. The proof splits into the same two cases.

```lean
/-- The function `sin x / x`, continued by `1` at zero, is the average of `cos (x u)` over
`u` in `[0,1]`. -/
theorem sinc_eq_integral_cos (x : ℝ) :
    Real.sinc x = ∫ u in (0 : ℝ)..1, Real.cos (x * u) := by
  by_cases hx : x = 0
  · simp [hx]
  · rw [intervalIntegral.integral_comp_mul_left (fun y => Real.cos y) hx, integral_cos]
    simp [Real.sinc_of_ne_zero hx, div_eq_inv_mul]
```

## The Gaussian cosine transform

Let $x$ be a real position. From

$$-\frac{k^2}{4p}+ikx=-\frac{(k-2ipx)^2}{4p}-px^2$$

it follows that

$$\int_{-\infty}^{\infty}e^{-k^2/(4p)}e^{ikx}\,dk=\sqrt{4\pi p}\;e^{-px^2}.$$

The real part replaces $e^{ikx}$ by $\cos kx$. That integrand is even in $k$, so the half-line carries half of the value:

$$\int_0^\infty e^{-k^2/(4p)}\cos(kx)\,dk=\sqrt{\pi p}\;e^{-px^2}.$$

In the proof, `hI` is the complex Gaussian integral, `hre` identifies the real part of its integrand, and `hfull` is the result on the whole line. The evenness enters through `habs` and `integral_comp_abs`.

```lean
/-- The cosine transform of the Gaussian form factor is a Gaussian in position space:
`∫₀^∞ exp(-k²/(4p)) cos(kx) dk = √(πp) exp(-p x²)` for `p > 0`. -/
theorem cosine_transform {p : ℝ} (hp : 0 < p) (x : ℝ) :
    ∫ k in Ioi (0 : ℝ), formFactor p k * Real.cos (k * x)
      = √(π * p) * Real.exp (-p * x ^ 2) := by
  have hpc : (p : ℂ) ≠ 0 := by exact_mod_cast hp.ne'
  have hb : (((-(1 / (4 * p)) : ℝ) : ℂ)).re < 0 := by
    have : 0 < 1 / (4 * p) := by positivity
    rw [Complex.ofReal_re]
    linarith
  have hI := integral_cexp_quadratic hb ((x : ℂ) * Complex.I) 0
  have hint := integrable_cexp_quadratic' hb ((x : ℂ) * Complex.I) 0
  -- the integrand is the real part of a complex Gaussian
  have hre : ∀ k : ℝ, (Complex.exp (((-(1 / (4 * p)) : ℝ) : ℂ) * (k : ℂ) ^ 2
      + (x : ℂ) * Complex.I * (k : ℂ) + 0)).re = formFactor p k * Real.cos (k * x) := by
    intro k
    have e : ((-(1 / (4 * p)) : ℝ) : ℂ) * (k : ℂ) ^ 2 + (x : ℂ) * Complex.I * (k : ℂ) + 0
        = ((-k ^ 2 / (4 * p) : ℝ) : ℂ) + ((k * x : ℝ) : ℂ) * Complex.I := by
      push_cast
      ring
    rw [e, Complex.exp_add, ← Complex.ofReal_exp, Complex.re_ofReal_mul,
      Complex.exp_ofReal_mul_I_re, formFactor]
  have e1 : (π : ℂ) / -((-(1 / (4 * p)) : ℝ) : ℂ) = ((2 ^ 2 * (π * p) : ℝ) : ℂ) := by
    push_cast
    field_simp
    norm_num
  have e2 : 0 - ((x : ℂ) * Complex.I) ^ 2 / (4 * ((-(1 / (4 * p)) : ℝ) : ℂ))
      = ((-p * x ^ 2 : ℝ) : ℂ) := by
    rw [mul_pow, Complex.I_sq]
    push_cast
    field_simp
    ring
  have e3 : (1 / 2 : ℂ) = ((1 / 2 : ℝ) : ℂ) := by norm_num
  rw [e1, e2, e3, ← Complex.ofReal_cpow (by positivity), ← Real.sqrt_eq_rpow,
    Real.sqrt_mul (by positivity), Real.sqrt_sq (by norm_num), ← Complex.ofReal_exp,
    ← Complex.ofReal_mul] at hI
  have hfull : ∫ k : ℝ, formFactor p k * Real.cos (k * x)
      = 2 * √(π * p) * Real.exp (-p * x ^ 2) := by
    have h := congrArg Complex.re hI
    rw [Complex.ofReal_re] at h
    rw [← h]
    simp_rw [← hre]
    exact integral_re hint
  -- the integrand is even, so the half line carries half of the integral
  have habs : ∀ k : ℝ, formFactor p |k| * Real.cos (|k| * x)
      = formFactor p k * Real.cos (k * x) := by
    intro k
    unfold formFactor
    rw [sq_abs]
    rcases abs_choice k with h | h
    · rw [h]
    · rw [h, neg_mul, Real.cos_neg]
  have hhalf := integral_comp_abs (f := fun k => formFactor p k * Real.cos (k * x))
  simp only [habs] at hhalf
  linarith
```

## Exchanging the two integrals

Insert the cosine average with $x=kR$, exchange the integrals, and apply the cosine transform at $x=Ru$:

$$\begin{aligned}
\int_0^\infty e^{-k^2/(4p)}\,\mathrm{sinc}(kR)\,dk
&=\int_0^1\!\int_0^\infty e^{-k^2/(4p)}\cos(kRu)\,dk\,du\\
&=\sqrt{\pi p}\int_0^1 e^{-pR^2u^2}\,du=\sqrt{\pi p}\;F_0(pR^2).
\end{aligned}$$

The exchange is allowed because the absolute value of the integrand is at most $e^{-k^2/(4p)}$, which is integrable over $k>0$ and $0<u\le1$. The bound proves `hint`, the integrability of the double integrand, which `integral_integral_swap` uses. The `calc` block has the same sequence of equalities. The result holds for every real $R$, including zero.

```lean
/-- For `p > 0` and every real `R`, the integral of `exp(-k²/(4p)) sinc(kR)` over `k > 0`
is `√(πp) F₀(pR²)`. -/
theorem integral_sinc_eq_boys {p : ℝ} (hp : 0 < p) (R : ℝ) :
    ∫ k in Ioi (0 : ℝ), formFactor p k * Real.sinc (k * R)
      = √(π * p) * boys0 (p * R ^ 2) := by
  have hg : Integrable (fun k : ℝ => formFactor p k) := by
    have e : (fun k : ℝ => formFactor p k) = fun k => Real.exp (-(1 / (4 * p)) * k ^ 2) := by
      funext k
      unfold formFactor
      congr 1
      ring
    rw [e]
    exact integrable_exp_neg_mul_sq (by positivity)
  -- the Gaussian dominates the double integrand
  have hint : Integrable
      (Function.uncurry fun k u : ℝ => formFactor p k * Real.cos (k * (R * u)))
      ((volume.restrict (Ioi (0 : ℝ))).prod (volume.restrict (Ioc (0 : ℝ) 1))) := by
    refine (hg.restrict.mul_prod (integrable_const (1 : ℝ))).mono'
      (Continuous.aestronglyMeasurable ?_) (ae_of_all _ ?_)
    · unfold formFactor Function.uncurry
      fun_prop
    · rintro ⟨k, u⟩
      simp only [Function.uncurry, formFactor, norm_mul, Real.norm_eq_abs, Real.abs_exp]
      exact mul_le_mul_of_nonneg_left (Real.abs_cos_le_one _) (Real.exp_pos _).le
  calc ∫ k in Ioi (0 : ℝ), formFactor p k * Real.sinc (k * R)
      = ∫ k in Ioi (0 : ℝ), ∫ u in Ioc (0 : ℝ) 1,
          formFactor p k * Real.cos (k * (R * u)) := by
        refine integral_congr_ae (ae_of_all _ fun k => ?_)
        dsimp only
        rw [sinc_eq_integral_cos, intervalIntegral.integral_of_le zero_le_one,
          ← integral_const_mul]
        simp only [mul_assoc]
    _ = ∫ u in Ioc (0 : ℝ) 1, ∫ k in Ioi (0 : ℝ),
          formFactor p k * Real.cos (k * (R * u)) := integral_integral_swap hint
    _ = ∫ u in Ioc (0 : ℝ) 1, √(π * p) * Real.exp (-(p * R ^ 2) * u ^ 2) := by
        refine integral_congr_ae (ae_of_all _ fun u => ?_)
        dsimp only
        rw [cosine_transform hp, show -p * (R * u) ^ 2 = -(p * R ^ 2) * u ^ 2 by ring]
    _ = √(π * p) * boys0 (p * R ^ 2) := by
        rw [integral_const_mul, boys0, intervalIntegral.integral_of_le zero_le_one]
```

For $R\neq0$ and $k>0$ the product $kR$ is nonzero, so $\mathrm{sinc}(kR)$ can be written as the quotient $\sin(kR)/(kR)$. This gives the identity stated at the start, under the hypotheses `hp : 0 < p` and `hR : R ≠ 0`.

```lean
/-- The Boys function in momentum space: for `p > 0` and `R ≠ 0`,
`∫₀^∞ exp(-k²/(4p)) sin(kR)/(kR) dk = √(πp) F₀(pR²)`. -/
theorem boys_momentum_space {p R : ℝ} (hp : 0 < p) (hR : R ≠ 0) :
    ∫ k in Ioi (0 : ℝ), Real.exp (-k ^ 2 / (4 * p)) * (Real.sin (k * R) / (k * R))
      = √(π * p) * boys0 (p * R ^ 2) := by
  rw [← integral_sinc_eq_boys hp R]
  refine setIntegral_congr_fun measurableSet_Ioi fun k hk => ?_
  have hk0 : k ≠ 0 := ne_of_gt hk
  simp only [formFactor, Real.sinc_of_ne_zero (mul_ne_zero hk0 hR)]
```

The quotient form fails at $R=0$. Take $p=1$: Lean evaluates $0/0$ as $0$, so the left side is $0$, while the right side is $\sqrt\pi\,F_0(0)=\sqrt\pi$. The preceding theorem, with the continuous function, gives the correct limit $\sqrt\pi$.

## From the plane wave to the potential

The polar integral of the plane wave is, for $x\neq0$,

$$\int_{-1}^{1}e^{ixc}\,dc=\frac{e^{ix}-e^{-ix}}{ix}=\frac{2\sin x}{x},$$

and it equals $2$ at $x=0$. Both cases read $2\,\mathrm{sinc}\,x$.

```lean
/-- The integral of the plane wave `exp(i x c)` over the polar cosine `c` in `[-1,1]`
is `2 sinc x`. -/
theorem plane_wave_polar (x : ℝ) :
    ∫ c in (-1 : ℝ)..1, Complex.exp ((x : ℂ) * Complex.I * (c : ℂ))
      = 2 * (Real.sinc x : ℂ) := by
  by_cases hx : x = 0
  · subst hx
    simp
    norm_num
  · have hxc : (x : ℂ) ≠ 0 := by exact_mod_cast hx
    have hc : (x : ℂ) * Complex.I ≠ 0 := mul_ne_zero hxc Complex.I_ne_zero
    have e : Complex.exp (-((x : ℂ) * Complex.I))
        = Complex.cos x - Complex.sin x * Complex.I := by
      rw [← neg_mul, Complex.exp_mul_I, Complex.cos_neg, Complex.sin_neg]
      ring
    have h : Complex.sin x / (x : ℂ) * (x : ℂ) = Complex.sin x := div_mul_cancel₀ _ hxc
    rw [integral_exp_mul_complex hc, Real.sinc_of_ne_zero hx, div_eq_iff hc]
    push_cast
    rw [mul_one, mul_neg, mul_one, e, Complex.exp_mul_I]
    linear_combination (-2 * Complex.I) * h
```

In $V_f(R)$ the Jacobian $k^2$ cancels the $1/k^2$ of the Coulomb kernel. The remaining constants are

$$\frac{4\pi\cdot2\pi\cdot2}{(2\pi)^3}=\frac{2}{\pi},$$

so that

$$V_f(R)=\frac2\pi\int_0^\infty f(k)\,\mathrm{sinc}(kR)\,dk.$$

The theorem is stated for any real function `f`; the physical reading requires an absolutely convergent radial integral. For a point charge, $f=1$ and $R\neq0$, the integral converges only conditionally, and Lean assigns it the value $0$, so `coulombIntegral` does not give the potential $1/R$ there. The cancellation is `hcancel`, valid pointwise because $k>0$. The right side is a real number embedded in the complex numbers, so the imaginary part of the Coulomb integral vanishes.

```lean
/-- The reciprocal-space Coulomb integral of a spherical form factor `f` reduces to the radial
integral `(2/π) ∫₀^∞ f(k) sinc(kR) dk`. -/
theorem coulombIntegral_radial (f : ℝ → ℝ) (R : ℝ) :
    coulombIntegral f R
      = ((2 / π * ∫ k in Ioi (0 : ℝ), f k * Real.sinc (k * R) : ℝ) : ℂ) := by
  have hπ : (π : ℂ) ≠ 0 := by exact_mod_cast Real.pi_ne_zero
  -- the Jacobian cancels the Coulomb kernel
  have h : ∫ k in Ioi (0 : ℝ), (k : ℂ) ^ 2 * (4 * (π : ℂ) / (k : ℂ) ^ 2) * (f k : ℂ) *
      (2 * (π : ℂ) * ∫ c in (-1 : ℝ)..1,
        Complex.exp (((k * R : ℝ) : ℂ) * Complex.I * (c : ℂ)))
      = ∫ k in Ioi (0 : ℝ), ((16 * π ^ 2 * (f k * Real.sinc (k * R)) : ℝ) : ℂ) := by
    refine setIntegral_congr_fun measurableSet_Ioi fun k hk => ?_
    have hk0 : (k : ℂ) ≠ 0 := by exact_mod_cast ne_of_gt hk
    have hcancel : (k : ℂ) ^ 2 * (4 * (π : ℂ) / (k : ℂ) ^ 2) = 4 * (π : ℂ) := by
      field_simp
    rw [plane_wave_polar, hcancel]
    push_cast
    ring
  rw [coulombIntegral, h, integral_complex_ofReal, integral_const_mul]
  generalize (∫ k in Ioi (0 : ℝ), f k * Real.sinc (k * R)) = J
  push_cast
  field_simp
  ring
```

With $f=f_p$ the radial integral is the one already evaluated. Since $(2/\pi)\sqrt{\pi p}=2\sqrt{p/\pi}$,

$$V_{f_p}(R)=2\sqrt{\frac p\pi}\;F_0(pR^2).$$

At the centre of the charge this is the finite value $2\sqrt{p/\pi}$. The auxiliary equation `hs` handles the square roots.

```lean
/-- The Coulomb integral of a Gaussian form factor with exponent `p > 0`, at distance `R`,
is `2 √(p/π) F₀(pR²)`. -/
theorem gaussian_potential {p : ℝ} (hp : 0 < p) (R : ℝ) :
    coulombIntegral (formFactor p) R = ((2 * √(p / π) * boys0 (p * R ^ 2) : ℝ) : ℂ) := by
  have hπ := Real.pi_pos
  have hs : √(π * p) = π * √(p / π) := by
    rw [show π * p = π ^ 2 * (p / π) by field_simp, Real.sqrt_mul (by positivity),
      Real.sqrt_sq hπ.le]
  rw [coulombIntegral_radial, integral_sinc_eq_boys hp, hs]
  congr 1
  field_simp
```

## Two Gaussian charges

Let the second charge have exponent $q>0$; the letter $q$ is not a charge here. The interaction of two unit Gaussian charges with centres a distance $R$ apart has the product of their form factors under the integral:

$$e^{-k^2/(4p)}\,e^{-k^2/(4q)}=e^{-k^2/(4\alpha)},\qquad \alpha=\frac{pq}{p+q},$$

because $1/p+1/q=1/\alpha$. The product is again a Gaussian form factor, and the previous result gives the repulsion $2\sqrt{\alpha/\pi}\,F_0(\alpha R^2)$. In the proof, `e` is the equality of the two form factors as functions of $k$.

```lean
/-- The Coulomb integral of the product of two Gaussian form factors with exponents `p, q > 0`
is `2 √(α/π) F₀(αR²)` with the reduced exponent `α = pq/(p+q)`. -/
theorem gaussian_repulsion {p q : ℝ} (hp : 0 < p) (hq : 0 < q) (R : ℝ) :
    coulombIntegral (fun k => formFactor p k * formFactor q k) R
      = ((2 * √(p * q / (p + q) / π) * boys0 (p * q / (p + q) * R ^ 2) : ℝ) : ℂ) := by
  have e : (fun k => formFactor p k * formFactor q k) = formFactor (p * q / (p + q)) := by
    funext k
    have hpq : p + q ≠ 0 := by positivity
    unfold formFactor
    rw [← Real.exp_add]
    congr 1
    field_simp
    ring
  rw [e, gaussian_potential (by positivity)]

end

end BoysMomentumSpace
```

```lean
#print axioms BoysMomentumSpace.fourier_gaussian_charge
#print axioms BoysMomentumSpace.boys_momentum_space
#print axioms BoysMomentumSpace.gaussian_repulsion
```

```
'BoysMomentumSpace.fourier_gaussian_charge' depends on axioms: [propext, Classical.choice, Quot.sound]
'BoysMomentumSpace.boys_momentum_space' depends on axioms: [propext, Classical.choice, Quot.sound]
'BoysMomentumSpace.gaussian_repulsion' depends on axioms: [propext, Classical.choice, Quot.sound]
```

## Numbers for $p=1$ and $R=1/2$

Here $pR^2=1/4$. Expanding the exponential in $F_0$ and integrating term by term gives

$$F_0(\tfrac14)=1-\frac1{12}+\frac1{160}-\frac1{2688}+\cdots\approx0.92256 .$$

The momentum integral gives the same series. With $\mathrm{sinc}(k/2)=1-k^2/24+k^4/1920-\cdots$ and the half-line moments $\sqrt\pi$, $2\sqrt\pi$ and $12\sqrt\pi$ of $1$, $k^2$ and $k^4$ under the weight $e^{-k^2/4}$, it starts as

$$\sqrt\pi\left(1-\frac{2}{24}+\frac{12}{1920}-\cdots\right)=\sqrt\pi\left(1-\frac1{12}+\frac1{160}-\cdots\right)\approx1.6352 .$$

Multiplying by $2/\pi$ gives the potential, about $1.0410$, compared with $1/R=2$ for a point charge. Two Gaussian charges with $p=q=2$ have $\alpha=1$, so their repulsion at the same distance is also about $1.0410$.
